# The exactly decoupling sine field has nonnegative single-spin factors if and only if \(g\le\log(3/2)\)

Let \(g\ge 0\) and \(A=\sqrt{2(e^g-1)}\). For occupations \(n,m\in\{0,1\}\),

\[
\frac{1}{2\pi}\int_0^{2\pi}(1+nA\sin\theta)(1+mA\sin\theta)\,d\theta=e^{g\,nm},
\]

and the factors \(1+nA\sin\theta\) are nonnegative for all \(\theta\) and \(n\) exactly when \(g\le\log(3/2)\approx 0.405\).

In auxiliary-field Monte Carlo, \(n\) and \(m\) are the up- and down-spin occupations of one site with attraction \(-U\,nm\), and a time step \(\tau\) gives \(g=\tau U\). The result limits \(\tau\) if these one-site factors are required to be nonnegative; it says nothing about the sign of a many-site determinant or about the time-step error.

## Field, factors and the two conditions

In Lean 4 with Mathlib:

```lean
import Mathlib

open Real

namespace CompactFieldPositivity

noncomputable section

/-- The average of a function of the auxiliary angle, uniform on `[0, 2π]`. -/
def fieldAverage (f : ℝ → ℝ) : ℝ := (∫ θ in (0 : ℝ)..(2 * π), f θ) / (2 * π)
```

`fieldAverage f` is the uniform average over one period, written \(\langle f\rangle=\frac{1}{2\pi}\int_0^{2\pi}f(\theta)\,d\theta\) below. The type `ℝ → ℝ` says that \(f\) is a real function of a real angle.

```lean
/-- The single-spin factor `1 + n s(θ)` for occupation `n` in the field profile `s`. -/
def factor (s : ℝ → ℝ) (n : Fin 2) (θ : ℝ) : ℝ := 1 + ((n : ℕ) : ℝ) * s θ
```

A field profile \(s\) is any real function of the angle. The type `Fin 2` has the two elements 0 and 1, so it encodes the occupation of one spin state. The expression `((n : ℕ) : ℝ)` turns that occupation into a real number.

```lean
/-- The profile `s` decouples the interaction exactly: averaging the product of the two
single-spin factors gives `exp (g n m)` for all occupations `n`, `m` in `{0, 1}`. -/
def Decouples (g : ℝ) (s : ℝ → ℝ) : Prop :=
  ∀ n m : Fin 2, fieldAverage (fun θ => factor s n θ * factor s m θ) =
    Real.exp (g * ((n : ℕ) : ℝ) * ((m : ℕ) : ℝ))
```

A `Prop` is a statement, which may be true or false. `Decouples g s` is the statement that the average of the product equals \(e^{g\,nm}\) for all four pairs of occupations, with no error term and no prefactor.

```lean
/-- All single-spin factors are nonnegative, for every angle and occupation. -/
def NonnegFactors (s : ℝ → ℝ) : Prop := ∀ (n : Fin 2) (θ : ℝ), 0 ≤ factor s n θ
```

This is the positivity condition. Only \(n=1\) restricts the profile, since the factor for an empty state is 1.

```lean
/-- The compact sine field `A sin θ` with amplitude `A`. -/
def sineField (A : ℝ) (θ : ℝ) : ℝ := A * Real.sin θ
```

The compact field is \(s(\theta)=A\sin\theta\), with \(A\) any real number for now.

## Two moments decide exact decoupling

```lean
/-- For a continuous profile, the average of a product of two linear factors depends only on
the mean and the mean square of the profile. -/
theorem average_product {s : ℝ → ℝ} (hs : Continuous s) (a b : ℝ) :
    fieldAverage (fun θ => (1 + a * s θ) * (1 + b * s θ)) =
      1 + (a + b) * fieldAverage s + a * b * fieldAverage (fun θ => s θ ^ 2) := by
  have e : (fun θ => (1 + a * s θ) * (1 + b * s θ)) =
      fun θ => (1 + (a + b) * s θ) + a * b * s θ ^ 2 := by
    funext θ
    ring
  have h0 : IntervalIntegrable (fun _ : ℝ => (1 : ℝ)) MeasureTheory.volume 0 (2 * π) :=
    Continuous.intervalIntegrable (by fun_prop) _ _
  have h1 : IntervalIntegrable (fun θ => (a + b) * s θ) MeasureTheory.volume 0 (2 * π) :=
    Continuous.intervalIntegrable (by fun_prop) _ _
  have h2 : IntervalIntegrable (fun θ => a * b * s θ ^ 2) MeasureTheory.volume 0 (2 * π) :=
    Continuous.intervalIntegrable (by fun_prop) _ _
  have h01 : IntervalIntegrable (fun θ => 1 + (a + b) * s θ)
      MeasureTheory.volume 0 (2 * π) :=
    Continuous.intervalIntegrable (by fun_prop) _ _
  have hp : 2 * π ≠ 0 := by positivity
  rw [e]
  simp only [fieldAverage]
  rw [intervalIntegral.integral_add h01 h2, intervalIntegral.integral_add h0 h1,
    intervalIntegral.integral_const_mul, intervalIntegral.integral_const_mul,
    intervalIntegral.integral_const, smul_eq_mul, sub_zero, mul_one, add_div, add_div,
    div_self hp, mul_div_assoc, mul_div_assoc]
```

In a theorem, the text before the final colon lists the hypotheses, and the claim follows it; the proof begins after `:= by`. Here \(s\) is continuous and \(a,b\) are real. By hand,

\[
(1+as)(1+bs)=1+(a+b)s+ab\,s^2,
\]

and averaging term by term gives \(1+(a+b)\langle s\rangle+ab\langle s^2\rangle\). In the proof, `e` is the expansion, `h0` to `h01` supply integrability from continuity, and the last rewriting splits the integral and divides by \(2\pi\).

```lean
/-- A continuous profile decouples the interaction exactly if and only if it has zero mean
and mean square `exp g - 1`. -/
theorem decouples_iff {g : ℝ} {s : ℝ → ℝ} (hs : Continuous s) :
    Decouples g s ↔
      fieldAverage s = 0 ∧ fieldAverage (fun θ => s θ ^ 2) = Real.exp g - 1 := by
  have key : ∀ n m : Fin 2, fieldAverage (fun θ => factor s n θ * factor s m θ) =
      1 + (((n : ℕ) : ℝ) + ((m : ℕ) : ℝ)) * fieldAverage s +
        ((n : ℕ) : ℝ) * ((m : ℕ) : ℝ) * fieldAverage (fun θ => s θ ^ 2) :=
    fun n m => average_product hs _ _
  constructor
  · intro h
    -- one occupied spin fixes the mean, two occupied spins fix the mean square
    have h01 := h 0 1
    have h11 := h 1 1
    rw [key] at h01 h11
    norm_num at h01 h11
    constructor <;> linarith
  · rintro ⟨h0, h2⟩ n m
    rw [key, h0, h2]
    fin_cases n <;> fin_cases m <;> simp
```

The symbol `↔` means "if and only if". Setting \(a=n\), \(b=m\) in the previous formula gives `key`. The pair \((0,1)\) then requires \(1+\langle s\rangle=1\), so \(\langle s\rangle=0\). The pair \((1,1)\) requires \(1+2\langle s\rangle+\langle s^2\rangle=e^g\), so \(\langle s^2\rangle=e^g-1\).

Conversely, with these two moments the average is \(1+nm(e^g-1)\). This is 1 if either occupation vanishes and \(e^g\) if both are 1. The tactic `fin_cases` runs through the four pairs.

## The sine amplitude and its threshold

```lean
/-- The sine field decouples the interaction exactly if and only if its amplitude satisfies
`A² = 2 (exp g - 1)`. -/
theorem sine_decouples_iff {g A : ℝ} :
    Decouples g (sineField A) ↔ A ^ 2 = 2 * (Real.exp g - 1) := by
  have hc : Continuous (sineField A) := continuous_const.mul Real.continuous_sin
  have h0 : fieldAverage (sineField A) = 0 := by
    simp [fieldAverage, sineField]
  have h2 : fieldAverage (fun θ => sineField A θ ^ 2) = A ^ 2 / 2 := by
    have hp := Real.pi_ne_zero
    simp only [fieldAverage, sineField, mul_pow, intervalIntegral.integral_const_mul,
      integral_sin_sq, Real.sin_zero, Real.sin_two_pi, zero_mul, sub_self, zero_add, sub_zero]
    field_simp
  rw [decouples_iff hc, h0, h2]
  constructor
  · rintro ⟨_, h⟩
    linarith
  · intro h
    exact ⟨rfl, by linarith⟩
```

The sine integrates to zero over a period, and \(\int_0^{2\pi}\sin^2\theta\,d\theta=\pi\). Hence

\[
\langle s\rangle=0,\qquad \langle s^2\rangle=\frac{A^2\pi}{2\pi}=\frac{A^2}{2}.
\]

These are `h0` and `h2` in the proof. The moment criterion becomes \(A^2/2=e^g-1\), which fixes \(A\) up to its sign.

```lean
/-- The factors of the sine field are all nonnegative if and only if the amplitude is at most
one in absolute value. -/
theorem sine_nonneg_iff_amplitude {A : ℝ} : NonnegFactors (sineField A) ↔ |A| ≤ 1 := by
  constructor
  · intro h
    -- the extreme values of the field are reached at the angles ±π/2
    have h1 := h 1 (π / 2)
    have h2 := h 1 (-(π / 2))
    simp [factor, sineField] at h1 h2
    exact abs_le.2 ⟨by linarith, by linarith⟩
  · intro h n θ
    have hb : |A * Real.sin θ| ≤ 1 := by
      rw [abs_mul]
      exact mul_le_one₀ h (abs_nonneg _) (Real.abs_sin_le_one θ)
    have hl := (abs_le.1 hb).1
    fin_cases n
    · simp [factor]
    · simp [factor, sineField]
      linarith
```

If all factors are nonnegative, the angles \(\pm\pi/2\) with \(n=1\) give \(1+A\ge0\) and \(1-A\ge0\), so \(|A|\le1\). Conversely, \(|A|\le1\) gives \(|A\sin\theta|\le1\), hence \(1+A\sin\theta\ge0\). The two outer bullets of the proof are these two directions.

```lean
/-- For every sine field that decouples the interaction exactly, the single-spin factors are
all nonnegative if and only if `g ≤ log (3/2)`. -/
theorem sine_nonneg_iff_coupling {g A : ℝ} (h : Decouples g (sineField A)) :
    NonnegFactors (sineField A) ↔ g ≤ Real.log (3 / 2) := by
  rw [sine_decouples_iff] at h
  rw [sine_nonneg_iff_amplitude, Real.le_log_iff_exp_le (by norm_num),
    ← sq_le_one_iff_abs_le_one, h]
  constructor <;> intro _ <;> linarith
```

The hypothesis `h` says that the sine field decouples exactly, so \(A^2=2(e^g-1)\). The chain of equivalences is

\[
|A|\le1\iff A^2\le1\iff 2(e^g-1)\le1\iff e^g\le\tfrac32\iff g\le\log\tfrac32 .
\]

The rewriting steps translate both sides into inequalities for \(A^2\) and \(e^g\), and `linarith` does the remaining linear algebra.

```lean
/-- For `g ≥ 0` the sine field of amplitude `√(2 (exp g - 1))` decouples the interaction
exactly, and its factors are all nonnegative if and only if `g ≤ log (3/2)`. -/
theorem compact_field {g : ℝ} (hg : 0 ≤ g) :
    Decouples g (sineField (√(2 * (Real.exp g - 1)))) ∧
      (NonnegFactors (sineField (√(2 * (Real.exp g - 1)))) ↔ g ≤ Real.log (3 / 2)) := by
  have hd : Decouples g (sineField (√(2 * (Real.exp g - 1)))) := by
    rw [sine_decouples_iff]
    have h1 := Real.one_le_exp hg
    exact Real.sq_sqrt (by linarith)
  exact ⟨hd, sine_nonneg_iff_coupling hd⟩
```

This is the opening result. The symbol `∧` means "and". Since \(g\ge0\), we have \(e^g\ge1\), so the number under the root is nonnegative and squaring the root returns it. The criterion `sine_decouples_iff` then gives the first part, and `sine_nonneg_iff_coupling` gives the second.

For a numerical instance, take \(g=\log(5/4)\approx0.223\). Then \(A^2=1/2\) and \(A\approx0.707\). Two occupied states give the average \(1+A^2/2=5/4=e^g\), and the smallest factor is \(1-A\approx0.293\). For \(g=\log2\), the amplitude is \(\sqrt2\) and the smallest factor is \(1-\sqrt2\approx-0.414\), although the decoupling is still exact. At \(g=0\) the field vanishes and every factor is 1.

```lean
/-- For attraction strength `U > 0` and time step `τ ≥ 0`, with `g = τ U`, the factors of the sine
field of amplitude `√(2 (exp g - 1))` are all nonnegative if and only if `τ ≤ log (3/2) / U`. -/
theorem time_step_limit {τ U : ℝ} (hτ : 0 ≤ τ) (hU : 0 < U) :
    NonnegFactors (sineField (√(2 * (Real.exp (τ * U) - 1)))) ↔
      τ ≤ Real.log (3 / 2) / U := by
  rw [(compact_field (mul_nonneg hτ hU.le)).2, le_div_iff₀ hU]
```

With \(g=\tau U\), dividing \(\tau U\le\log(3/2)\) by \(U>0\) gives the largest allowed time step, \(\log(3/2)/U\).

## A bound for other continuous profiles

```lean
/-- If a continuous profile changes sign under a shift by half a period, decouples the
interaction exactly and has only nonnegative factors, then `g < log 2`. -/
theorem coupling_lt_log_two {g : ℝ} {s : ℝ → ℝ} (hs : Continuous s)
    (hanti : ∀ θ, s (θ + π) = -s θ) (hd : Decouples g s) (hp : NonnegFactors s) :
    g < Real.log 2 := by
  -- nonnegativity at θ and θ + π confines the field to [-1, 1]
  have hb : ∀ θ, s θ ^ 2 ≤ 1 := by
    intro θ
    have h1 := hp 1 θ
    have h2 := hp 1 (θ + π)
    simp [factor, hanti] at h1 h2
    nlinarith
  -- the values at 0 and π are opposite, so the field vanishes somewhere on [0, π]
  have hπ : s π = -s 0 := by simpa using hanti 0
  have hmem : (0 : ℝ) ∈ Set.uIcc (s 0) (s π) := by
    rw [Set.mem_uIcc, hπ]
    rcases le_total (s 0) 0 with h | h
    · exact Or.inl ⟨h, by linarith⟩
    · exact Or.inr ⟨by linarith, h⟩
  obtain ⟨c, hc, hc0⟩ := intermediate_value_uIcc hs.continuousOn hmem
  rw [Set.uIcc_of_le Real.pi_pos.le] at hc
  have hlt : (∫ θ in (0 : ℝ)..(2 * π), s θ ^ 2) < ∫ _θ in (0 : ℝ)..(2 * π), (1 : ℝ) :=
    intervalIntegral.integral_lt_integral_of_continuousOn_of_le_of_exists_lt
      (by positivity) (hs.pow 2).continuousOn continuousOn_const (fun θ _ => hb θ)
      ⟨c, ⟨hc.1, by linarith [hc.2, Real.pi_pos]⟩, by rw [hc0]; norm_num⟩
  rw [intervalIntegral.integral_const, smul_eq_mul, sub_zero, mul_one] at hlt
  have h2 := ((decouples_iff hs).1 hd).2
  have h3 : fieldAverage (fun θ => s θ ^ 2) < 1 := by
    unfold fieldAverage
    rw [div_lt_one (by positivity)]
    exact hlt
  rw [Real.lt_log_iff_exp_lt (by norm_num)]
  linarith

end

end CompactFieldPositivity
```

The sine is now replaced by any continuous profile with \(s(\theta+\pi)=-s(\theta)\), the hypothesis `hanti`. If it decouples exactly and has nonnegative factors, then \(g<\log2\approx0.693\).

Nonnegativity at \(\theta\) and \(\theta+\pi\) gives \(1+s(\theta)\ge0\) and \(1-s(\theta)\ge0\), so \(s(\theta)^2\le1\); this is `hb`. Since \(s(\pi)=-s(0)\), the intermediate value theorem provides a point \(c\in[0,\pi]\) with \(s(c)=0\). The continuous function \(s^2\) is therefore at most 1 everywhere and below 1 near \(c\), so its average is strictly less than 1 (`hlt` and `h3`). Exact decoupling then gives

\[
e^g-1=\langle s^2\rangle<1,
\]

which is \(g<\log2\).

The limiting case is a square wave that takes the values \(+1\) and \(-1\) on alternate half-periods. It has zero mean and mean square 1, so a direct evaluation of the four averages gives exact decoupling at \(g=\log2\), with factors 0, 1 and 2. Its jumps exclude it from the theorem, and it shows that the strict inequality would fail if piecewise continuous profiles were admitted.

```lean
#print axioms CompactFieldPositivity.sine_nonneg_iff_coupling
#print axioms CompactFieldPositivity.time_step_limit
#print axioms CompactFieldPositivity.coupling_lt_log_two
```

```
'CompactFieldPositivity.sine_nonneg_iff_coupling' depends on axioms: [propext, Classical.choice, Quot.sound]
'CompactFieldPositivity.time_step_limit' depends on axioms: [propext, Classical.choice, Quot.sound]
'CompactFieldPositivity.coupling_lt_log_two' depends on axioms: [propext, Classical.choice, Quot.sound]
```
